# Strang splitting is exact for matrices that commute with their commutator

## Drift and kick as matrices

A molecular dynamics step of Verlet type replaces the joint motion of a particle by separate drifts and kicks, and to compare the two algebraically we take both generators to be square complex matrices \(A\) and \(B\), with the time step absorbed in them. The exact step is then \(e^{A+B}\).

For a particle of unit mass in a uniform force \(f\) that is constant in time, let the matrices act on the column \((q,p,1)\) of position, momentum and a constant. The drift generates \(\dot q=p\) and the kick \(\dot p=f\). Their commutator has the single entry \(f\), which shifts the position, and it commutes with both.

Let \(C=AB-BA\), and assume \(AC=CA\) and \(BC=CB\). For a complex number \(a\), the three-stage step satisfies

\[
e^{aA}e^{B}e^{(1-a)A}=e^{A+B}e^{(a-1/2)C}.
\]

The Strang step, \(a=1/2\), is exact. The Lie step, \(a=1\), has the defect \(e^{C/2}\). Under the same assumptions, the step is exact only if \(a=1/2\) or \(AB=BA\).

## The Lie defect

First move \(B\) through the flow of \(A\). Since \(A\) commutes with \(C\),

\[
\frac{d}{dt}\,e^{-tA}(B+tC)e^{tA}
=e^{-tA}\bigl(C-(AB-BA)\bigr)e^{tA}=0 .
\]

The expression keeps its value \(B\) from \(t=0\), so \(e^{tA}B=(B+tC)e^{tA}\).

Now let \(G(t)=e^{-t(A+B)}e^{tA}e^{tB}e^{-t^2C/2}\). Because \(C\) commutes with both flows,

\[
G'(t)=e^{-t(A+B)}\bigl(-Be^{tA}+e^{tA}B-tCe^{tA}\bigr)e^{tB}e^{-t^2C/2}=0
\]

by the relation just found. Hence \(G(1)=G(0)=1\), which gives \(e^Ae^B=e^{A+B}e^{C/2}\).

## Merging three stages

The pair \(aA,\,B\) has commutator \(aC\), and the pair \(aA+B,\,(1-a)A\) has commutator \(-(1-a)C\). Two uses of the Lie formula give

\[
e^{aA}e^B=e^{aA+B}e^{aC/2},\qquad
e^{aA+B}e^{(1-a)A}=e^{A+B}e^{-(1-a)C/2}.
\]

The first defect commutes with the last stage, so the exponents add to \(\tfrac a2-\tfrac{1-a}2=a-\tfrac12\) times \(C\).

The minus sign is easily lost, because \(B\) now stands to the left of \(A\). Without it the exponents would add to \(C/2\) for every \(a\), and Strang splitting would seem no better than Lie splitting.

## Why no other fraction works

If the step is exact, cancelling \(e^{A+B}\) leaves \(e^{(a-1/2)C}=1\). This alone does not make the exponent zero, since \(e^{2\pi i}=1\). What helps is that \(C\) is nilpotent.

Induction gives \(AB^{k+1}-B^{k+1}A=(k+1)CB^k\), and so \(A\,r(B)-r(B)A=C\,r'(B)\) for every polynomial \(r\). If \(C^k r(B)=0\), taking the commutator with \(A\) yields \(C^{k+1}r'(B)=0\). Start from the characteristic polynomial of \(B\), which annihilates \(B\), and differentiate until a nonzero constant remains: some power of \(C\) vanishes.

Let \(N=(a-\tfrac12)C\), so \(N\) is nilpotent and \(e^N=1\). If \(N^2Y=0\) for a matrix \(Y\), then

\[
\frac{d}{du}\,e^{-uN}(Y+uNY)=e^{-uN}(-NY+NY)=0 .
\]

Comparing \(u=1\) with \(u=0\) gives \(Y+NY=Y\), so \(NY=0\). With \(Y=N^k\), this turns \(N^{k+2}=0\) into \(N^{k+1}=0\). Repetition gives \(N=0\), hence \(a=1/2\) or \(C=0\).

## A particle with friction

Commutation of \(A\) with \(C\) is not enough for Strang exactness. Take drift with unit linear friction, acting on \((q,p)\):

\[
A=\begin{pmatrix}0&1\\0&0\end{pmatrix},\quad
B=\begin{pmatrix}0&0\\0&-1\end{pmatrix},\quad C=-A .
\]

Here \(B\) does not commute with \(C\). The upper right entry of the Strang step is \((1+e^{-1})/2\), while that of the exact step is \(1-e^{-1}\).

## What the Lean statements say

`Matrix n n ℂ` is a square complex matrix whose rows and columns are labelled by a finite type `n`. `comm A B` is \(C\), and the two hypotheses are `Commute A (comm A B)` and `Commute B (comm A B)`. `splitStep a A B` is the three-stage product. On column vectors its rightmost factor acts first, so the fraction \(1-a\) of the drift comes before the kick. The parameter `a` may be any complex number.

`strang_exact` and `lie_defect` state the two special cases, and `splitStep_exact_iff` states the equivalence. `uniform_force_witness` shows that `drift` and `kick f`, with \(f\ne0\), satisfy the hypotheses without commuting. Multiplying both by a nonzero time step preserves this.

The step left to the physics is to identify the particle's motion with the exponentials of these matrices, which requires a force that is uniform and constant in time. In that restricted setting, a half drift, a full kick and a half drift, the position form of the Verlet step, give the exact position and momentum at the end of the step. The quantum pair with commutator \(i\hbar\) times the identity lies beyond these finite matrices, because that commutator is not nilpotent.

```lean
import Mathlib

open NormedSpace (exp)

namespace StrangExactness

noncomputable section

attribute [local instance] Matrix.linftyOpNormedRing Matrix.linftyOpNormedAlgebra

variable {n : Type*} [Fintype n] [DecidableEq n]

/-- The commutator `AB - BA` of two generators. -/
def comm (A B : Matrix n n ℂ) : Matrix n n ℂ := A * B - B * A

/-- One splitting step, as a product written from left to right: a fraction `a` of the flow of `A`,
the full flow of `B`, and the remaining fraction `1 - a` of the flow of `A`. The time step is
absorbed in `A` and `B`. -/
def splitStep (a : ℂ) (A B : Matrix n n ℂ) : Matrix n n ℂ :=
  exp (a • A) * exp B * exp ((1 - a) • A)

/-- The exponentials of `X` and `-X` multiply to the identity. -/
theorem exp_mul_exp_neg (X : Matrix n n ℂ) : exp X * exp (-X) = 1 := by
  rw [← Matrix.exp_add_of_commute _ _ ((Commute.refl X).neg_right), add_neg_cancel,
    NormedSpace.exp_zero]

/-- If `A` commutes with `C = AB - BA`, moving `B` through the flow of `A` for time `t`
shifts it by `t C`. -/
theorem exp_mul_shift (A B : Matrix n n ℂ) (hA : Commute A (comm A B)) (t : ℂ) :
    exp (t • A) * B = (B + t • comm A B) * exp (t • A) := by
  have hAB : A * B = B * A + comm A B := by unfold comm; abel
  have alg : ∀ E X G : Matrix n n ℂ, A * X = X * A + comm A B →
      (E * -A * X + E * comm A B) * G + E * X * (A * G) = 0 := by
    intro E X G h
    have h' : (E * -A * X + E * comm A B) * G + E * X * (A * G)
        = E * (comm A B + X * A - A * X) * G := by noncomm_ring
    rw [h', h]
    noncomm_ring
  -- the back-transformed, shifted generator does not depend on time
  have d : ∀ u : ℂ, HasDerivAt
      (fun u : ℂ => exp (u • -A) * (B + u • comm A B) * exp (u • A)) 0 u := by
    intro u
    have h2 : HasDerivAt (fun u : ℂ => B + u • comm A B) (comm A B) u := by
      have h := ((hasDerivAt_id u).smul_const (comm A B)).const_add B
      exact h.congr_deriv (one_smul ℂ _)
    refine (((hasDerivAt_exp_smul_const (-A) u).fun_mul h2).fun_mul
      (hasDerivAt_exp_smul_const' A u)).congr_deriv (alg _ _ _ ?_)
    rw [mul_add, add_mul, mul_smul_comm, smul_mul_assoc, hA.eq, hAB]
    abel
  have hF := is_const_of_deriv_eq_zero (fun u => (d u).differentiableAt)
    (fun u => (d u).deriv) t 0
  simp only [zero_smul, NormedSpace.exp_zero, one_mul, mul_one, add_zero] at hF
  calc exp (t • A) * B
      = exp (t • A) * (exp (t • -A) * (B + t • comm A B) * exp (t • A)) := by rw [hF]
    _ = (exp (t • A) * exp (t • -A)) * ((B + t • comm A B) * exp (t • A)) := by
        simp only [mul_assoc]
    _ = _ := by rw [smul_neg, exp_mul_exp_neg, one_mul]

/-- Lie splitting: if `A` and `B` commute with `C = AB - BA`, the two-stage step differs from
the exact flow by the factor `exp (C/2)`. -/
theorem lie_defect (A B : Matrix n n ℂ) (hA : Commute A (comm A B))
    (hB : Commute B (comm A B)) :
    exp A * exp B = exp (A + B) * exp ((1 / 2 : ℂ) • comm A B) := by
  set H := (1 / 2 : ℂ) • comm A B with hH
  have alg : ∀ E P R Q K : Matrix n n ℂ, P * B = (B + K) * P → P * R * K = K * (P * R) →
      ((E * -(A + B) * P + E * (A * P)) * R + E * P * (B * R)) * Q
        + E * P * R * (-(K * Q)) = 0 := by
    intro E P R Q K h1 h2
    have h' : ((E * -(A + B) * P + E * (A * P)) * R + E * P * (B * R)) * Q
        + E * P * R * (-(K * Q)) = E * ((P * B - B * P) * R - P * R * K) * Q := by
      noncomm_ring
    rw [h', h1, h2]
    noncomm_ring
  -- exact flow backwards, split flow forwards, defect removed: constant in time
  have d : ∀ u : ℂ, HasDerivAt (fun u : ℂ =>
      exp (u • -(A + B)) * exp (u • A) * exp (u • B) * exp (u ^ 2 • -H)) 0 u := by
    intro u
    have hs : HasDerivAt (fun u : ℂ => u ^ 2) (2 * u) u := by
      simpa using hasDerivAt_pow 2 u
    have h4 := HasDerivAt.scomp u (hasDerivAt_exp_smul_const' (-H) (u ^ 2)) hs
    have hK : (2 * u) • (-H * exp (u ^ 2 • -H))
        = -((u • comm A B) * exp (u ^ 2 • -H)) := by
      rw [← smul_mul_assoc, ← neg_mul]
      congr 1
      rw [hH]
      module
    have h5 : HasDerivAt (fun u : ℂ => exp (u ^ 2 • -H))
        (-((u • comm A B) * exp (u ^ 2 • -H))) u := h4.congr_deriv hK
    refine ((((hasDerivAt_exp_smul_const (-(A + B)) u).fun_mul
      (hasDerivAt_exp_smul_const' A u)).fun_mul
      (hasDerivAt_exp_smul_const' B u)).fun_mul h5).congr_deriv
      (alg _ _ _ _ _ (exp_mul_shift A B hA u) ?_)
    have cA : Commute (comm A B) (exp (u • A)) := (hA.symm.smul_right u).exp_right
    have cB : Commute (comm A B) (exp (u • B)) := (hB.symm.smul_right u).exp_right
    exact ((cA.mul_right cB).smul_left u).eq.symm
  have hF := is_const_of_deriv_eq_zero (fun u => (d u).differentiableAt)
    (fun u => (d u).deriv) 1 0
  have z : (0 : ℂ) ^ 2 = 0 := by norm_num
  simp only [z, one_pow, one_smul, zero_smul, NormedSpace.exp_zero, mul_one] at hF
  have e2 : exp (-H) * exp H = 1 := by simpa using exp_mul_exp_neg (-H)
  calc exp A * exp B
      = (exp (A + B) * exp (-(A + B))) * (exp A * exp B) * (exp (-H) * exp H) := by
        rw [exp_mul_exp_neg, e2, one_mul, mul_one]
    _ = exp (A + B) * (exp (-(A + B)) * exp A * exp B * exp (-H)) * exp H := by
        simp only [mul_assoc]
    _ = _ := by rw [hF, mul_one]

/-- If `A` and `B` commute with `C = AB - BA`, the step that places a fraction `a` of the flow of
`A` to the left of the flow of `B`, and the remaining fraction `1 - a` to its right, equals the
exact flow times `exp ((a - 1/2) C)`. -/
theorem splitStep_eq (a : ℂ) (A B : Matrix n n ℂ) (hA : Commute A (comm A B))
    (hB : Commute B (comm A B)) :
    splitStep a A B = exp (A + B) * exp ((a - 1 / 2) • comm A B) := by
  have c1 : comm (a • A) B = a • comm A B := by
    simp only [comm, smul_mul_assoc, mul_smul_comm, smul_sub]
  have c2 : comm (a • A + B) ((1 - a) • A) = (-(1 - a)) • comm A B := by
    simp only [comm, add_mul, mul_add, smul_mul_assoc, mul_smul_comm]
    module
  have e1 := lie_defect (a • A) B (by rw [c1]; exact (hA.smul_left a).smul_right a)
    (by rw [c1]; exact hB.smul_right a)
  have e2 := lie_defect (a • A + B) ((1 - a) • A)
    (by rw [c2]; exact ((hA.smul_left a).add_left hB).smul_right _)
    (by rw [c2]; exact (hA.smul_left _).smul_right _)
  rw [c1, smul_smul] at e1
  rw [c2, smul_smul, show a • A + B + (1 - a) • A = A + B by module] at e2
  have sw : Commute (exp ((1 / 2 * a) • comm A B)) (exp ((1 - a) • A)) :=
    ((hA.symm.smul_left _).smul_right _).exp_right.symm.exp_right.symm
  -- merge the stages from left to right and collect the two defects
  rw [splitStep, e1, mul_assoc, sw.eq, ← mul_assoc, e2, mul_assoc,
    ← Matrix.exp_add_of_commute _ _ (((Commute.refl (comm A B)).smul_left _).smul_right _),
    ← add_smul, show 1 / 2 * -(1 - a) + 1 / 2 * a = a - 1 / 2 by ring]

/-- Strang splitting is exact when `A` and `B` both commute with `AB - BA`. -/
theorem strang_exact (A B : Matrix n n ℂ) (hA : Commute A (comm A B))
    (hB : Commute B (comm A B)) :
    exp ((1 / 2 : ℂ) • A) * exp B * exp ((1 / 2 : ℂ) • A) = exp (A + B) := by
  have h := splitStep_eq (1 / 2) A B hA hB
  rwa [splitStep, show (1 : ℂ) - 1 / 2 = 1 / 2 by norm_num, sub_self, zero_smul,
    NormedSpace.exp_zero, mul_one] at h

/-- A commutator `AB - BA` of complex matrices that commutes with `A` and `B` is nilpotent. -/
theorem comm_nilpotent (A B : Matrix n n ℂ) (hA : Commute A (comm A B))
    (hB : Commute B (comm A B)) : IsNilpotent (comm A B) := by
  have hAB : A * B = B * A + comm A B := by unfold comm; abel
  have hpow : ∀ k : ℕ, A * B ^ (k + 1)
      = B ^ (k + 1) * A + ((k : ℂ) + 1) • (comm A B * B ^ k) := by
    intro k
    induction k with
    | zero => simpa using hAB
    | succ k ih =>
      have hc : B ^ (k + 1) * comm A B = comm A B * B ^ (k + 1) := (hB.pow_left _).eq
      rw [pow_succ B (k + 1), ← mul_assoc, ih, add_mul, mul_assoc _ A B, hAB, mul_add,
        smul_mul_assoc, mul_assoc _ (B ^ k) B, ← pow_succ B k, hc, ← mul_assoc]
      push_cast
      module
  -- the commutator of `A` with a polynomial in `B` is `C` times the derivative of the polynomial
  have hder : ∀ p : Polynomial ℂ, A * Polynomial.aeval B p
      = Polynomial.aeval B p * A + comm A B * Polynomial.aeval B p.derivative := by
    intro p
    induction p using Polynomial.induction_on'
    · rename_i p q hp hq
      simp only [map_add, mul_add, add_mul, hp, hq]
      abel
    · rename_i k c
      rcases k with _ | k
      · simp [Algebra.algebraMap_eq_smul_one]
      · simp only [Polynomial.aeval_monomial, Polynomial.derivative_monomial,
          Algebra.algebraMap_eq_smul_one, smul_mul_assoc, one_mul, mul_smul_comm,
          Nat.add_sub_cancel, hpow]
        push_cast
        module
  -- differentiate an annihilating polynomial down to a constant
  have key : ∀ d : ℕ, ∀ p : Polynomial ℂ, p.natDegree ≤ d → p ≠ 0 → ∀ k : ℕ,
      comm A B ^ k * Polynomial.aeval B p = 0 → IsNilpotent (comm A B) := by
    intro d
    induction d with
    | zero =>
      intro p hp h0 k hk
      have hpc := Polynomial.eq_C_of_natDegree_le_zero hp
      have hc : p.coeff 0 ≠ 0 := fun h => h0 (by rw [hpc, h, map_zero])
      rw [hpc, Polynomial.aeval_C, Algebra.algebraMap_eq_smul_one, mul_smul_comm,
        mul_one] at hk
      exact ⟨k, (smul_eq_zero.1 hk).resolve_left hc⟩
    | succ d ih =>
      intro p hp h0 k hk
      by_cases hd : p.derivative = 0
      · have := Polynomial.derivative_eq_zero.1 hd
        exact ih p (by omega) h0 k hk
      · have := Polynomial.natDegree_derivative_le p
        refine ih p.derivative (by omega) hd (k + 1) ?_
        have e : comm A B ^ (k + 1) * Polynomial.aeval B p.derivative
            = A * (comm A B ^ k * Polynomial.aeval B p)
              - comm A B ^ k * Polynomial.aeval B p * A := by
          rw [pow_succ, ← mul_assoc A, (hA.pow_right k).eq, mul_assoc _ A, hder p]
          simp only [mul_add, mul_assoc]
          abel
        rw [e, hk, mul_zero, zero_mul, sub_zero]
  exact key _ B.charpoly le_rfl (Matrix.charpoly_monic B).ne_zero 0
    (by rw [Matrix.aeval_self_charpoly, mul_zero])

/-- A nilpotent generator whose flow is the identity at time one vanishes. -/
theorem eq_zero_of_exp_eq_one (N : Matrix n n ℂ) (hN : IsNilpotent N) (h1 : exp N = 1) :
    N = 0 := by
  have hneg : exp (-N) = 1 := by simpa [h1] using exp_mul_exp_neg N
  have step : ∀ Y : Matrix n n ℂ, N * (N * Y) = 0 → N * Y = 0 := by
    intro Y hY
    -- on such a `Y` the flow is linear in time
    have d : ∀ u : ℂ, HasDerivAt
        (fun u : ℂ => exp (u • -N) * (Y + u • (N * Y))) 0 u := by
      intro u
      have h2 : HasDerivAt (fun u : ℂ => Y + u • (N * Y)) (N * Y) u := by
        have h := ((hasDerivAt_id u).smul_const (N * Y)).const_add Y
        exact h.congr_deriv (one_smul ℂ _)
      refine ((hasDerivAt_exp_smul_const (-N) u).fun_mul h2).congr_deriv ?_
      have e : N * (Y + u • (N * Y)) = N * Y := by
        rw [mul_add, mul_smul_comm, hY, smul_zero, add_zero]
      rw [mul_assoc, neg_mul, e, mul_neg, neg_add_cancel]
    have hF := is_const_of_deriv_eq_zero (fun u => (d u).differentiableAt)
      (fun u => (d u).deriv) 1 0
    simp only [one_smul, zero_smul, NormedSpace.exp_zero, hneg, one_mul, add_zero] at hF
    simpa using hF
  have down : ∀ k : ℕ, N ^ (k + 1) = 0 → N = 0 := by
    intro k
    induction k with
    | zero => intro h; simpa using h
    | succ k ih =>
      intro h
      apply ih
      rw [pow_succ']
      apply step
      rw [← pow_succ', ← pow_succ']
      exact h
  obtain ⟨k, hk⟩ := hN
  exact down k (by rw [pow_succ, hk, zero_mul])

/-- If `A` and `B` commute with `AB - BA`, the splitting step is exact precisely when the flow
of `A` is divided into equal halves or `A` and `B` commute. -/
theorem splitStep_exact_iff (a : ℂ) (A B : Matrix n n ℂ) (hA : Commute A (comm A B))
    (hB : Commute B (comm A B)) :
    splitStep a A B = exp (A + B) ↔ a = 1 / 2 ∨ A * B = B * A := by
  rw [splitStep_eq a A B hA hB]
  constructor
  · intro h
    have hinv : exp (-(A + B)) * exp (A + B) = 1 := by
      simpa only [neg_neg] using exp_mul_exp_neg (-(A + B))
    -- cancel the exact flow, leaving a trivial defect
    have h1 : exp ((a - 1 / 2) • comm A B) = 1 := by
      rw [← one_mul (exp ((a - 1 / 2) • comm A B)), ← hinv, mul_assoc, h]
    obtain ⟨k, hk⟩ := comm_nilpotent A B hA hB
    have h0 := eq_zero_of_exp_eq_one _ ⟨k, by rw [smul_pow, hk, smul_zero]⟩ h1
    exact (smul_eq_zero.1 h0).imp sub_eq_zero.1 sub_eq_zero.1
  · intro h
    have h0 : (a - 1 / 2) • comm A B = 0 :=
      smul_eq_zero.2 (h.imp sub_eq_zero.2 sub_eq_zero.2)
    rw [h0, NormedSpace.exp_zero, mul_one]

/-- Drift generator of a particle of unit mass, acting on `(q, p, 1)`. -/
def drift : Matrix (Fin 3) (Fin 3) ℂ := !![0, 1, 0; 0, 0, 0; 0, 0, 0]

/-- Kick generator of a uniform force `f`, acting on `(q, p, 1)`. -/
def kick (f : ℂ) : Matrix (Fin 3) (Fin 3) ℂ := !![0, 0, 0; 0, 0, f; 0, 0, 0]

/-- For a nonzero uniform force, drift and kick do not commute, but both commute with their
commutator. -/
theorem uniform_force_witness (f : ℂ) (hf : f ≠ 0) :
    Commute drift (comm drift (kick f)) ∧ Commute (kick f) (comm drift (kick f)) ∧
      comm drift (kick f) ≠ 0 := by
  have hC : comm drift (kick f) = !![0, 0, f; 0, 0, 0; 0, 0, 0] := by
    ext i j
    fin_cases i <;> fin_cases j <;>
      simp [comm, drift, kick]
  rw [hC]
  refine ⟨?_, ?_, fun h => hf ?_⟩
  · unfold Commute SemiconjBy
    ext i j
    fin_cases i <;> fin_cases j <;> simp [drift, Matrix.mul_apply, Fin.sum_univ_succ]
  · unfold Commute SemiconjBy
    ext i j
    fin_cases i <;> fin_cases j <;> simp [kick, Matrix.mul_apply, Fin.sum_univ_succ]
  · simpa using congrFun (congrFun h 0) 2

end

end StrangExactness
```

```lean
#print axioms StrangExactness.strang_exact
#print axioms StrangExactness.splitStep_exact_iff
```

```
'StrangExactness.strang_exact' depends on axioms: [propext, Classical.choice, Quot.sound]
'StrangExactness.splitStep_exact_iff' depends on axioms: [propext, Classical.choice, Quot.sound]
```

## From vanishing derivatives to the equivalence

`exp_mul_shift` and `lie_defect` follow the two derivative calculations above. In each, `alg` is the algebraic identity that makes the derivative vanish, checked with `noncomm_ring`, which respects the order of factors. `HasDerivAt` records the derivative, and `is_const_of_deriv_eq_zero` compares two times. `exp_mul_exp_neg` supplies the inverse flows.

In `splitStep_eq`, `c1` and `c2` compute the two commutators, including the minus sign. `e1` and `e2` are the two uses of `lie_defect`, and `sw` moves the first defect past the last stage. `strang_exact` sets `a` to one half.

In `comm_nilpotent`, `hpow` treats powers of `B`, `hder` extends the rule to polynomials, and `key` is an induction on a bound for the degree. `eq_zero_of_exp_eq_one` proves the implication from \(N^2Y=0\) to \(NY=0\) as `step`, and `down` lowers the vanishing power. `splitStep_exact_iff` cancels the exact flow and combines these two lemmas; its reverse direction only needs the exponent to be zero. The uniform-force example is checked entry by entry.
